# The Lindblad equation for a real diagonal Hamiltonian and one real diagonal jump operator, solved entry by entry

Take a quantum system with finitely many levels, energies $E_j$, and a single jump operator $L=\mathrm{diag}(l_j)$ that is diagonal in the same basis as $H=\mathrm{diag}(E_j)$, with all $E_j$ and $l_j$ real. With $\hbar=1$, a time-dependent matrix $\rho(t)$ solves the Lindblad equation if and only if

$$\rho_{jk}(t)=\rho_{jk}(0)\,\exp\!\Big[-t\Big(i(E_j-E_k)+\tfrac12(l_j-l_k)^2\Big)\Big].$$

The populations $\rho_{jj}$ stay constant, and every coherence $\rho_{jk}$ with $l_j\neq l_k$ tends to zero as $t\to\infty$.

This is pure dephasing: the environment disturbs the relative phases of the levels but moves no population between them. One physical picture is white noise that shifts the level energies, where $l_j$ measures how strongly level $j$ responds. The noise changes the relative phase of two levels through the difference of their energy shifts, which is why only $l_j-l_k$ enters the decay; two levels that respond equally are not dephased relative to each other. For a qubit with $l_1\neq l_2$ and no other source of noise, the formula gives the coherence time $T_2=2/(l_1-l_2)^2$.

## The equation of motion, written for matrices

```lean
import Mathlib

open Matrix Filter Topology

namespace PureDephasing

noncomputable section

variable {n : Type*}
```

The letter `n` is not a number here. It is a type, whose elements are the labels of the basis states. A matrix on $\mathbb C^n$ has the type `Matrix n n ℂ`, and its entry $\rho_{jk}$ is written `ρ j k`.

```lean
/-- The Lindblad generator with Hamiltonian `H` and one jump operator `L` (with `ℏ = 1`):
`-i[H, ρ] + L ρ L† - (L†L ρ + ρ L†L)/2`. -/
def lindblad [Fintype n] (H L ρ : Matrix n n ℂ) : Matrix n n ℂ :=
  (-Complex.I) • (H * ρ - ρ * H)
    + (L * ρ * Lᴴ - (1 / 2 : ℂ) • (Lᴴ * L * ρ + ρ * (Lᴴ * L)))
```

This defines the generator for arbitrary complex matrices $H$ and $L$:

$$\mathcal L(\rho)=-i[H,\rho]+L\rho L^\dagger-\tfrac12\big(L^\dagger L\rho+\rho L^\dagger L\big).$$

The raised `ᴴ` is the conjugate transpose, which physicists write as a dagger; it has nothing to do with the Hamiltonian `H`. The symbol `•` multiplies a matrix by a scalar. The condition `[Fintype n]` says that there are finitely many levels, as the matrix products require. Since $\hbar=1$, the energies are angular frequencies, and $l_j^2$ has the dimension of an inverse time.

```lean
/-- A time-dependent matrix solves the Lindblad equation if, at every time, each entry has
the derivative prescribed by the generator. -/
def IsLindbladSolution [Fintype n] (H L : Matrix n n ℂ) (ρ : ℝ → Matrix n n ℂ) : Prop :=
  ∀ t j k, HasDerivAt (fun s => ρ s j k) (lindblad H L (ρ t) j k) t
```

A solution is a function `ρ` from real time to matrices such that, for every time $t$ and all labels $j,k$,

$$\frac{d\rho_{jk}}{dt}(t)=\big[\mathcal L(\rho(t))\big]_{jk}.$$

In Lean, `HasDerivAt f f' t` says that `f` is differentiable at `t` with derivative `f'`. The equation is imposed at all real times, negative ones included. The matrix need not be Hermitian, positive or of trace one, so density matrices are a special case.

What the definition takes for granted is the physics that leads to it. For a real device or molecule, one has to argue separately that the environment has no memory on the relevant time scale and acts through a single jump operator. The definition allows any matrices $H$ and $L$; that both are diagonal in the same basis, with real entries, is an assumption of the theorems below.

## Diagonal operators and the proposed evolution

```lean
/-- The diagonal operator with real diagonal entries `d j`. -/
def realDiag [DecidableEq n] (d : n → ℝ) : Matrix n n ℂ :=
  diagonal fun j => (d j : ℂ)
```

`realDiag d` is the matrix $\mathrm{diag}(d_j)$, with the real numbers $d_j$ regarded as complex ones. It will serve for both $H$ and $L$.

```lean
/-- The complex rate `i(E_j - E_k) + (l_j - l_k)²/2` of the matrix entry `jk`. -/
def rate (E l : n → ℝ) (j k : n) : ℂ :=
  Complex.I * ((E j : ℂ) - E k) + ((l j : ℂ) - l k) ^ 2 / 2
```

This names the complex rate of the entry $jk$:

$$r_{jk}=i(E_j-E_k)+\tfrac12(l_j-l_k)^2 .$$

In textbooks a "rate" is usually the real decay constant alone. Here the real part is that constant and the imaginary part is the Bohr frequency.

```lean
/-- The dephasing evolution: the entry `jk` of the initial matrix is multiplied by
`exp(-t (i(E_j - E_k) + (l_j - l_k)²/2))`. -/
def dephase (E l : n → ℝ) (ρ₀ : Matrix n n ℂ) (t : ℝ) : Matrix n n ℂ :=
  Matrix.of fun j k => ρ₀ j k * Complex.exp (-((t : ℂ) * rate E l j k))
```

`dephase E l ρ₀ t` is the matrix with entries $(\rho_0)_{jk}\,e^{-t r_{jk}}$, where $\rho_0$ is the initial matrix. Despite its name it contains the Hamiltonian phases as well as the decay. At this point it is only a formula; that it solves the Lindblad equation has to be proved.

## Each entry evolves on its own

```lean
/-- For diagonal `H` and `L` with real entries the Lindblad generator does not mix matrix
entries: it multiplies the entry `jk` by minus its complex rate. -/
theorem lindblad_realDiag_apply [Fintype n] [DecidableEq n] (E l : n → ℝ)
    (ρ : Matrix n n ℂ) (j k : n) :
    lindblad (realDiag E) (realDiag l) ρ j k = -rate E l j k * ρ j k := by
  -- a real diagonal operator is Hermitian
  have hL : (realDiag l)ᴴ = realDiag l := by
    rw [realDiag, diagonal_conjTranspose]
    congr 1
    funext i
    exact Complex.conj_ofReal _
  rw [lindblad, hL]
  simp only [realDiag, diagonal_mul_diagonal, Matrix.add_apply, Matrix.sub_apply,
    Matrix.smul_apply, diagonal_mul, mul_diagonal, smul_eq_mul, rate]
  ring
```

The theorem says that $[\mathcal L(\rho)]_{jk}=-r_{jk}\,\rho_{jk}$ for $H=\mathrm{diag}(E_j)$ and $L=\mathrm{diag}(l_j)$. By hand, a diagonal matrix on the left multiplies row $j$, and one on the right multiplies column $k$. Because the $l_j$ are real, $L^\dagger=L$. Hence

$$[H,\rho]_{jk}=(E_j-E_k)\rho_{jk},\qquad (L\rho L^\dagger)_{jk}=l_jl_k\,\rho_{jk},$$

$$\tfrac12\big(L^\dagger L\rho+\rho L^\dagger L\big)_{jk}=\tfrac12(l_j^2+l_k^2)\,\rho_{jk}.$$

Adding the terms with their signs gives

$$[\mathcal L(\rho)]_{jk}=\Big[-i(E_j-E_k)+l_jl_k-\tfrac12(l_j^2+l_k^2)\Big]\rho_{jk}=-\Big[i(E_j-E_k)+\tfrac12(l_j-l_k)^2\Big]\rho_{jk}.$$

In the proof, `hL` is the statement $L^\dagger=L$. The `simp only` line evaluates the products with diagonal matrices, and `ring` completes the square.

```lean
/-- The function `exp(-t r)` of real time, with a complex rate `r`, has derivative
`-r exp(-t r)`. -/
theorem hasDerivAt_decay (r : ℂ) (t : ℝ) :
    HasDerivAt (fun s : ℝ => Complex.exp (-((s : ℂ) * r)))
      (-r * Complex.exp (-((t : ℂ) * r))) t := by
  have h0 : HasDerivAt (fun s : ℝ => (s : ℂ)) 1 t :=
    ((hasDerivAt_id t).ofReal_comp).congr_deriv Complex.ofReal_one
  exact ((h0.mul_const r).fun_neg.cexp).congr_deriv (by ring)
```

For a complex number $r$ and real time $t$, this is the familiar

$$\frac{d}{dt}e^{-tr}=-r\,e^{-tr}.$$

Lean distinguishes the real number $t$ from the complex number $t+0i$, so `h0` first records that the passage from one to the other has derivative 1. The chain rule for the exponential, `cexp`, does the rest.

## One solution for each initial matrix

```lean
/-- The dephasing evolution starts at the given matrix and solves the Lindblad equation with
`H = diag(E)` and `L = diag(l)`. -/
theorem dephase_solves [Fintype n] [DecidableEq n] (E l : n → ℝ) (ρ₀ : Matrix n n ℂ) :
    dephase E l ρ₀ 0 = ρ₀ ∧
      IsLindbladSolution (realDiag E) (realDiag l) (dephase E l ρ₀) := by
  constructor
  · ext j k
    simp [dephase]
  · intro t j k
    rw [lindblad_realDiag_apply]
    refine ((hasDerivAt_decay (rate E l j k) t).const_mul (ρ₀ j k)).congr_deriv ?_
    simp only [dephase, Matrix.of_apply]
    ring
```

The theorem has two parts, joined by `∧`, which means "and". The first is the initial condition: at $t=0$ every exponential equals 1, so the evolution starts at $\rho_0$. The second is the equation of motion. Differentiating the proposed entry gives

$$\frac{d}{dt}\Big[(\rho_0)_{jk}e^{-tr_{jk}}\Big]=-r_{jk}\,(\rho_0)_{jk}e^{-tr_{jk}},$$

and by the entrywise form of the generator the right-hand side is $[\mathcal L(\rho(t))]_{jk}$. The proof takes the same route: it rewrites the generator with `lindblad_realDiag_apply`, then multiplies the derivative from `hasDerivAt_decay` by the constant `ρ₀ j k`.

```lean
/-- A time-dependent matrix solves the Lindblad equation with `H = diag(E)` and `L = diag(l)`
if and only if it is the dephasing evolution of its value at time zero. -/
theorem isLindbladSolution_iff [Fintype n] [DecidableEq n] (E l : n → ℝ)
    (ρ : ℝ → Matrix n n ℂ) :
    IsLindbladSolution (realDiag E) (realDiag l) ρ ↔ ∀ t, ρ t = dephase E l (ρ 0) t := by
  constructor
  · intro h t
    ext j k
    -- undoing the expected decay gives a constant of the motion
    have hg : ∀ s : ℝ, HasDerivAt
        (fun u : ℝ => ρ u j k * Complex.exp (-((u : ℂ) * (-rate E l j k)))) 0 s := by
      intro s
      have h1 := h s j k
      rw [lindblad_realDiag_apply] at h1
      exact (h1.fun_mul (hasDerivAt_decay (-rate E l j k) s)).congr_deriv (by ring)
    have hc := is_const_of_deriv_eq_zero (fun s => (hg s).differentiableAt)
      (fun s => (hg s).deriv) t 0
    have h0 : ρ t j k * Complex.exp (-((t : ℂ) * (-rate E l j k))) = ρ 0 j k := by
      simpa using hc
    have he : Complex.exp (-((t : ℂ) * (-rate E l j k)))
        * Complex.exp (-((t : ℂ) * rate E l j k)) = 1 := by
      rw [← Complex.exp_add, ← Complex.exp_zero]
      congr 1
      ring
    simp only [dephase, Matrix.of_apply]
    rw [← h0, mul_assoc, he, mul_one]
  · intro h
    have hρ : ρ = dephase E l (ρ 0) := funext h
    rw [hρ]
    exact (dephase_solves E l (ρ 0)).2
```

This is the formula of the opening paragraph. The symbol `↔` means "if and only if", and the right-hand side says that at every time $\rho(t)$ is the dephasing evolution of its own value $\rho(0)$. With the preceding theorem, it follows that each initial matrix has exactly one solution.

The direction from left to right is the uniqueness argument. Let $\rho$ be any solution, fix $j$ and $k$, and undo the expected decay by setting

$$g(s)=\rho_{jk}(s)\,e^{s r_{jk}} .$$

The product rule gives

$$g'(s)=-r_{jk}\rho_{jk}(s)e^{s r_{jk}}+\rho_{jk}(s)\,r_{jk}e^{s r_{jk}}=0 .$$

So $g$ is constant, and $g(t)=g(0)=\rho_{jk}(0)$. Multiplying by $e^{-t r_{jk}}$ gives $\rho_{jk}(t)=\rho_{jk}(0)e^{-t r_{jk}}$.

In Lean, `hg` is the statement $g'=0$. It uses `hasDerivAt_decay` with the rate $-r_{jk}$, which accounts for the double minus sign in the exponent. The library result `is_const_of_deriv_eq_zero` turns the vanishing derivative into constancy, `h0` is the equation $g(t)=\rho_{jk}(0)$, and `he` says that the two exponentials multiply to 1. The opposite direction is short: if $\rho$ is the dephasing evolution of $\rho(0)$, then `dephase_solves` applies.

The remaining theorems are stated for `dephase`. By this equivalence they apply to every solution of the equation.

## What stays and what decays

```lean
/-- Populations stay constant under the dephasing evolution. -/
theorem population_const (E l : n → ℝ) (ρ₀ : Matrix n n ℂ) (t : ℝ) (j : n) :
    dephase E l ρ₀ t j j = ρ₀ j j := by
  simp [dephase, rate]
```

For $k=j$ both differences in the rate vanish, so $r_{jj}=0$ and $\rho_{jj}(t)=(\rho_0)_{jj}$. The call to `simp` with the two definitions carries out this cancellation.

```lean
/-- Under the dephasing evolution, the modulus of the entry `jk` at time `t` is its initial modulus
times `exp(-t (l_j - l_k)²/2)`. -/
theorem norm_coherence (E l : n → ℝ) (ρ₀ : Matrix n n ℂ) (t : ℝ) (j k : n) :
    ‖dephase E l ρ₀ t j k‖ = ‖ρ₀ j k‖ * Real.exp (-(t * ((l j - l k) ^ 2 / 2))) := by
  have key : ∀ a b : ℝ, (-((t : ℂ) * ((a : ℂ) + b * Complex.I))).re = -(t * a) := by
    intro a b
    simp
  -- split the rate into its real and imaginary parts
  have hr : rate E l j k
      = (((l j - l k) ^ 2 / 2 : ℝ) : ℂ) + ((E j - E k : ℝ) : ℂ) * Complex.I := by
    rw [rate]
    push_cast
    ring
  simp only [dephase, Matrix.of_apply]
  rw [norm_mul, Complex.norm_exp, hr, key]
```

The double bars denote the modulus of a complex number. The statement is

$$|\rho_{jk}(t)|=|(\rho_0)_{jk}|\;e^{-t(l_j-l_k)^2/2}.$$

By hand, one uses $|e^z|=e^{\operatorname{Re}z}$ with $z=-t r_{jk}$. The energy difference contributes only to the imaginary part, so it rotates the phase of the coherence and leaves its modulus alone. In the proof, `hr` writes the rate as $a+ib$ with $a=(l_j-l_k)^2/2$ and $b=E_j-E_k$, and `key` computes $\operatorname{Re}[-t(a+ib)]=-ta$.

```lean
/-- Under the dephasing evolution, the entry `jk` tends to zero at long times if and only if `l_j`
differs from `l_k` or the entry was zero initially. -/
theorem coherence_tendsto_zero_iff (E l : n → ℝ) (ρ₀ : Matrix n n ℂ) (j k : n) :
    Tendsto (fun t => dephase E l ρ₀ t j k) atTop (𝓝 0) ↔ l j ≠ l k ∨ ρ₀ j k = 0 := by
  rw [tendsto_zero_iff_norm_tendsto_zero]
  simp only [norm_coherence]
  constructor
  · intro h
    by_cases hl : l j = l k
    · -- without dephasing the modulus is constant, so it must vanish
      right
      have h' : Tendsto (fun _ : ℝ => ‖ρ₀ j k‖) atTop (𝓝 0) := by
        simpa [hl] using h
      exact norm_eq_zero.1 (tendsto_nhds_unique tendsto_const_nhds h')
    · exact Or.inl hl
  · rintro (hl | h0)
    · have ha : 0 < (l j - l k) ^ 2 / 2 := by
        have := sub_ne_zero.2 hl
        positivity
      have he : Tendsto (fun t : ℝ => Real.exp (-(t * ((l j - l k) ^ 2 / 2))))
          atTop (𝓝 0) :=
        Real.tendsto_exp_neg_atTop_nhds_zero.comp (tendsto_id.atTop_mul_const ha)
      simpa using he.const_mul ‖ρ₀ j k‖
    · simp [h0]
```

`Tendsto f atTop (𝓝 0)` is Lean's way of writing $f(t)\to0$ as $t\to+\infty$, and `∨` means "or". An entry therefore dies out exactly when $l_j\neq l_k$ or when it was zero from the start.

The argument looks at the modulus, since a complex function tends to zero exactly when its modulus does.

- If $l_j\neq l_k$, then $a=(l_j-l_k)^2/2$ is positive, so $e^{-ta}\to0$, and so does its product with the fixed number $|(\rho_0)_{jk}|$.
- If $(\rho_0)_{jk}=0$, the entry is zero at all times.
- Conversely, suppose that the entry tends to zero and $l_j=l_k$. Then its modulus is constant in time. A constant that tends to zero is zero, so $(\rho_0)_{jk}=0$.

The last case appears in Lean as `tendsto_nhds_unique`, the uniqueness of limits. A coherence between two levels with equal $l$ thus survives indefinitely, even if their energies differ.

```lean
/-- If all `l_j` are distinct, the dephasing evolution converges to the diagonal matrix of the
initial populations. -/
theorem tendsto_diagonal [DecidableEq n] (E l : n → ℝ) (hl : Function.Injective l)
    (ρ₀ : Matrix n n ℂ) :
    Tendsto (dephase E l ρ₀) atTop (𝓝 (diagonal fun j => ρ₀ j j)) := by
  refine tendsto_pi_nhds.2 fun j => tendsto_pi_nhds.2 fun k => ?_
  by_cases h : j = k
  · subst h
    rw [diagonal_apply_eq]
    simp only [population_const]
    exact tendsto_const_nhds
  · rw [diagonal_apply_ne _ h]
    exact (coherence_tendsto_zero_iff E l ρ₀ j k).2 (Or.inl (hl.ne h))

end

end PureDephasing
```

`Function.Injective l` says that different levels have different values of $l$. Under this hypothesis

$$\rho(t)\longrightarrow\mathrm{diag}\big((\rho_0)_{jj}\big)\qquad(t\to\infty).$$

Convergence of matrices means convergence of each entry, and `tendsto_pi_nhds`, used once for rows and once for columns, reduces the claim to that. The proof then separates two cases. On the diagonal the entry is constant by `population_const`. Off the diagonal, $j\neq k$ gives $l_j\neq l_k$, and the preceding theorem sends the entry to zero. The limit is in general not a thermal state: it keeps whatever populations the system had at the start.

## Two levels, and the limit without noise

For a qubit, let $E_1-E_2=\omega$ and $L=\lambda\sigma_z$, so that $l_1=\lambda$ and $l_2=-\lambda$ with $\lambda$ real. Then $(l_1-l_2)^2/2=2\lambda^2$, and

$$\rho_{12}(t)=\rho_{12}(0)\,e^{-i\omega t}\,e^{-2\lambda^2t}.$$

For $\lambda\neq0$ the coherence time is $T_2=1/(2\lambda^2)$. In that case the equal superposition $(|1\rangle+|2\rangle)/\sqrt2$, which starts with all four matrix entries equal to $\tfrac12$, tends to the maximally mixed state $\mathrm{diag}(\tfrac12,\tfrac12)$ as $t\to\infty$. For $\lambda=0$ the decay factor is 1, and what remains is the unitary precession at frequency $\omega$. With a single level there is no coherence to lose, and $\rho$ is constant.

```lean
#print axioms PureDephasing.lindblad_realDiag_apply
-- 'PureDephasing.lindblad_realDiag_apply' depends on axioms: [propext, Classical.choice, Quot.sound]
#print axioms PureDephasing.isLindbladSolution_iff
-- 'PureDephasing.isLindbladSolution_iff' depends on axioms: [propext, Classical.choice, Quot.sound]
#print axioms PureDephasing.tendsto_diagonal
-- 'PureDephasing.tendsto_diagonal' depends on axioms: [propext, Classical.choice, Quot.sound]
```
